# The exchange operator $\mathbf S_i\cdot\mathbf S_j-\tfrac14n_in_j$ of two fermion sites is $-\tfrac12 B^\dagger B$, with $B$ removing a singlet pair, at every filling

## Does the singlet form need exactly one electron per site?

Take two neighbouring sites of a Mott insulator, with a single orbital and one electron on each. Superexchange lowers the energy of the spin singlet and leaves the triplet alone, so $\mathbf S_i\cdot\mathbf S_j-\tfrac14$ is minus the projector on the singlet. Once the material is doped, I see the bond term written as $\mathbf S_i\cdot\mathbf S_j-\tfrac14 n_in_j$ and then replaced by $-\tfrac12B^\dagger B$, with

$$B=c_{i\uparrow}c_{j\downarrow}-c_{i\downarrow}c_{j\uparrow}.$$

My argument for the singlet projector assumed two spins one-half. If a site is empty or doubly occupied, it carries no spin at all. Is the replacement still exact there, or does it rely on projecting out double occupancy first?

## An operator identity that no occupation can break

It is exact on the whole fermion space, provided that $i\neq j$. What does depend on the occupation is the word "projector". With two electrons on $i$ and one on $j$, the spin term vanishes and $n_in_j=2$, so the left side gives $-\tfrac12$. On the right, $B^\dagger B$ gives $1$, hence again $-\tfrac12$. The two sides agree, but $\tfrac12B^\dagger B$ has the eigenvalue $\tfrac12$ there, while a projector has no eigenvalues other than $0$ and $1$.

**From spins to a swap of labels.** Write $0$ for spin up and $1$ for spin down, set $\hbar=1$, and let $E^i_{st}=c^\dagger_{is}c_{it}$. The site spin $S^a_i=\tfrac12\sum_{st}(\sigma_a)_{st}E^i_{st}$ has the components

$$S^x_i=\tfrac12(E^i_{01}+E^i_{10}),\quad S^y_i=\tfrac{\mathrm i}{2}(E^i_{10}-E^i_{01}),\quad S^z_i=\tfrac12(E^i_{00}-E^i_{11}),$$

and the density is $n_i=E^i_{00}+E^i_{11}$. Multiplying out,

$$S^x_iS^x_j+S^y_iS^y_j=\tfrac12(E^i_{01}E^j_{10}+E^i_{10}E^j_{01}),$$

$$S^z_iS^z_j=\tfrac12(E^i_{00}E^j_{00}+E^i_{11}E^j_{11})-\tfrac14n_in_j.$$

The sum is $\mathbf S_i\cdot\mathbf S_j=\tfrac12\sum_{st}E^i_{st}E^j_{ts}-\tfrac14n_in_j$. Subtracting the density term of the superexchange operator gives

$$\mathbf S_i\cdot\mathbf S_j-\tfrac14n_in_j=\tfrac12\sum_{st}\left(E^i_{st}E^j_{ts}-E^i_{ss}E^j_{tt}\right).$$

**From hopping labels to pairs.** For $i\ne j$, the creator on $j$ moves left past two operators of site $i$, and the two signs cancel:

$$c^\dagger_{is}c_{it}c^\dagger_{ju}c_{jv}=c^\dagger_{ju}c^\dagger_{is}c_{it}c_{jv}.$$

The bracket above becomes $c^\dagger_{jt}c^\dagger_{is}(c_{it}c_{js}-c_{is}c_{jt})$. It vanishes for $s=t$. For $(s,t)=(0,1)$ it is $-c^\dagger_{j1}c^\dagger_{i0}B$, and for $(1,0)$ it is $+c^\dagger_{j0}c^\dagger_{i1}B$. Since $B^\dagger=c^\dagger_{j1}c^\dagger_{i0}-c^\dagger_{j0}c^\dagger_{i1}$, the two terms add up to $-B^\dagger B$, and

$$\mathbf S_i\cdot\mathbf S_j-\tfrac14n_in_j=-\tfrac12B^\dagger B.$$

**Back to two electrons.** From here on, $v$ is no longer a spin index but a vector that every mode annihilates. Exchanging the two middle operators and contracting site by site gives

$$c_{ia}c_{jb}c^\dagger_{is}c^\dagger_{jt}v=-c_{ia}c^\dagger_{is}\,c_{jb}c^\dagger_{jt}v=-\delta_{as}\delta_{bt}v.$$

With $B^\dagger=-c^\dagger_{i0}c^\dagger_{j1}+c^\dagger_{i1}c^\dagger_{j0}$ this yields $BB^\dagger v=2v$, so the superexchange operator sends $B^\dagger v$ to $-\tfrac12B^\dagger(2v)=-B^\dagger v$. On a spin-symmetric pair, $B(c^\dagger_{is}c^\dagger_{jt}+c^\dagger_{it}c^\dagger_{js})v$ is zero: for $s=t$ neither term of $B$ matches, and for $s\neq t$ the two contributions are $-v$ and $+v$. These are your singlet and triplet values, $-1$ and $0$. For a normalised vacuum, $B^\dagger v$ has norm $\sqrt2$; the normalised pair operator is $b=B/\sqrt2$, in terms of which the identity reads $-b^\dagger b$.

**What the Lean statements say.** The modes are a family `c i s` in a ring `A` that has an adjoint `star` and complex scalars. The label `i` runs over any set of sites, finite or not, and `s` is $0$ or $1$ as above. The hypothesis `CAR c` contains the relations $\{c,c\}=0$ and $\{c,c^\dagger\}=\delta$, the algebraic form of Fermi statistics for orthonormal orbitals. No Hilbert space, Hamiltonian or restriction on occupation enters.

The definitions `spin`, `number` and `exchange` are $S^a_i$, $n_i$ and $\mathbf S_i\cdot\mathbf S_j-\tfrac14n_in_j$, the last without its coupling constant. Despite its name, `singletPair` is the annihilating operator $B$, and it is unnormalised. The main theorem `exchange_eq_singletPair` assumes `CAR c` and `i ≠ j`. On a single site the identity fails: one electron gives $\tfrac34-\tfrac14=\tfrac12$ on the left and $0$ on the right.

For the two theorems about states, vectors live in a module `M` on which `A` acts, and `hv` says that `v` is annihilated by all modes on all sites. `exchange_singlet` and `exchange_triplet` then give the values $-1$ and $0$.

The step to a material is the exchange Hamiltonian itself: that a bond contributes $J(\mathbf S_i\cdot\mathbf S_j-\tfrac14n_in_j)$ with $J>0$ comes from a strong-coupling expansion of a model such as Hubbard's, which is not carried out here. For Hubbard's model with at most one electron per site on average, that expansion gives the term in the space without doubly occupied sites, so the value $-\tfrac12$ found above for three electrons is a check of the identity and not an exchange energy. In the t–J model, the identity lets each bond term be read as an attraction between two electrons in a spin singlet, a common starting point for mean-field pairing theories; as an exact rewriting of one bond operator, it does not decide whether the ground state is paired.

```lean
import Mathlib

open Matrix
open scoped Kronecker

namespace SingletSuperexchange

noncomputable section

/-- Canonical anticommutation relations for fermion modes `c i s`, with site `i` and
spin `s` (`0` is up, `1` is down); `star` is the adjoint. -/
structure CAR {ι A : Type*} [DecidableEq ι] [Ring A] [StarRing A]
    (c : ι → Fin 2 → A) : Prop where
  anti : ∀ i j s t, c i s * c j t + c j t * c i s = 0
  mixed : ∀ i j s t, c i s * star (c j t) + star (c j t) * c i s =
    if i = j ∧ s = t then 1 else 0

/-- The three Pauli matrices, in the order x, y, z. -/
def pauli : Fin 3 → Matrix (Fin 2) (Fin 2) ℂ
  | 0 => !![0, 1; 1, 0]
  | 1 => !![0, -Complex.I; Complex.I, 0]
  | 2 => !![1, 0; 0, -1]

variable {ι A M : Type*} [DecidableEq ι] [Ring A] [StarRing A] [Algebra ℂ A]
  [AddCommGroup M] [Module A M] {c : ι → Fin 2 → A} {i j : ι}

/-- Component `a` of the spin on site `i`, `(1/2) ∑ c†_s (σ_a)_st c_t`. -/
def spin (c : ι → Fin 2 → A) (a : Fin 3) (i : ι) : A :=
  (1 / 2 : ℂ) • ∑ s, ∑ t, pauli a s t • (star (c i s) * c i t)

/-- The number of fermions on site `i`. -/
def number (c : ι → Fin 2 → A) (i : ι) : A := ∑ s, star (c i s) * c i s

/-- The superexchange operator `S_i · S_j - n_i n_j / 4`. -/
def exchange (c : ι → Fin 2 → A) (i j : ι) : A :=
  ∑ a, spin c a i * spin c a j - (1 / 4 : ℂ) • (number c i * number c j)

/-- The operator `B = c_(i,up) c_(j,down) - c_(i,down) c_(j,up)`, which removes a
singlet pair from sites `i` and `j`. -/
def singletPair (c : ι → Fin 2 → A) (i j : ι) : A := c i 0 * c j 1 - c i 1 * c j 0

omit [DecidableEq ι] in
/-- Pauli completeness: the scalar product of two site spins is half the sum over `s` and `t` of
`c†_(i,s) c_(i,t) c†_(j,t) c_(j,s)`, minus a quarter of the product of the densities. -/
theorem spin_dot_eq_swap (c : ι → Fin 2 → A) (i j : ι) :
    ∑ a, spin c a i * spin c a j =
      (1 / 2 : ℂ) • ∑ s, ∑ t, (star (c i s) * c i t) * (star (c j t) * c j s)
        - (1 / 4 : ℂ) • (number c i * number c j) := by
  -- the three components written out
  have hx : ∀ k, spin c 0 k =
      (1 / 2 : ℂ) • (star (c k 0) * c k 1 + star (c k 1) * c k 0) := by
    intro k
    simp only [spin, Fin.sum_univ_two]
    change (1 / 2 : ℂ) • (((0 : ℂ) • _ + (1 : ℂ) • _) + ((1 : ℂ) • _ + (0 : ℂ) • _)) = _
    module
  have hy : ∀ k, spin c 1 k =
      (Complex.I / 2) • (star (c k 1) * c k 0 - star (c k 0) * c k 1) := by
    intro k
    simp only [spin, Fin.sum_univ_two]
    change (1 / 2 : ℂ) • (((0 : ℂ) • _ + (-Complex.I) • _)
      + (Complex.I • _ + (0 : ℂ) • _)) = _
    module
  have hz : ∀ k, spin c 2 k =
      (1 / 2 : ℂ) • (star (c k 0) * c k 0 - star (c k 1) * c k 1) := by
    intro k
    simp only [spin, Fin.sum_univ_two]
    change (1 / 2 : ℂ) • (((1 : ℂ) • _ + (0 : ℂ) • _) + ((0 : ℂ) • _ + (-1 : ℂ) • _)) = _
    module
  have hI : Complex.I / 2 * (Complex.I / 2) = -(1 / 4) := by
    linear_combination (1 / 4) * Complex.I_mul_I
  rw [Fin.sum_univ_three, hx, hx, hy, hy, hz, hz]
  simp only [smul_mul_smul_comm, hI, number, Fin.sum_univ_two, mul_add, add_mul,
    mul_sub, sub_mul]
  module

omit [Algebra ℂ A] in
/-- For fermions on two different sites, a product of two site bilinears equals pair creation times
pair annihilation. -/
theorem bilinear_reorder (h : CAR c) (hij : i ≠ j) (s t u v : Fin 2) :
    star (c i s) * c i t * (star (c j u) * c j v) =
      star (c j u) * star (c i s) * c i t * c j v := by
  have e1 : c i t * star (c j u) + star (c j u) * c i t = 0 := by
    simpa [hij] using h.mixed i j t u
  have e2 : star (c i s) * star (c j u) + star (c j u) * star (c i s) = 0 := by
    simpa only [star_add, star_mul, star_zero] using congrArg star (h.anti j i u s)
  -- the creator on site j passes two operators, so the signs cancel
  linear_combination (norm := noncomm_ring)
    star (c i s) * e1 * c j v - e2 * (c i t * c j v)

/-- Singlet pair form of superexchange: for fermions on two different sites,
`S_i · S_j - n_i n_j / 4 = -B† B / 2`. -/
theorem exchange_eq_singletPair (h : CAR c) (hij : i ≠ j) :
    exchange c i j =
      (-(1 / 2) : ℂ) • (star (singletPair c i j) * singletPair c i j) := by
  have R := bilinear_reorder h hij
  rw [exchange, spin_dot_eq_swap]
  simp only [number, Fin.sum_univ_two, mul_add, add_mul, R]
  simp only [singletPair, star_sub, star_mul, mul_sub, sub_mul, mul_assoc]
  module

omit [Algebra ℂ A] in
/-- On a vector annihilated by all fermion modes, removing a pair from two different sites after
creating one there gives minus the vector if the spins match site by site, and zero otherwise. -/
theorem pair_contraction (h : CAR c) (hij : i ≠ j) {v : M}
    (hv : ∀ k s, c k s • v = 0) (a b s t : Fin 2) :
    (c i a * c j b * (star (c i s) * star (c j t))) • v =
      if a = s ∧ b = t then -v else 0 := by
  have key : ∀ k a s, (c k a * star (c k s)) • v = if a = s then v else 0 := by
    intro k a s
    rw [eq_sub_of_add_eq (h.mixed k k a s), sub_smul, mul_smul, hv, smul_zero, sub_zero]
    by_cases ha : a = s <;> simp [ha]
  have x : c j b * star (c i s) + star (c i s) * c j b = 0 := by
    simpa [hij.symm] using h.mixed j i b s
  -- bring operators of the same site next to each other
  have e : c i a * c j b * (star (c i s) * star (c j t)) =
      -(c i a * star (c i s) * (c j b * star (c j t))) := by
    linear_combination (norm := noncomm_ring) c i a * x * star (c j t)
  rw [e, neg_smul, mul_smul, key j b t]
  by_cases hb : b = t
  · rw [if_pos hb, key]
    by_cases ha : a = s <;> simp [ha, hb]
  · simp [hb]

/-- If `v` is annihilated by all fermion modes, the superexchange operator of two different sites
sends the singlet pair state `B† v` to minus itself. -/
theorem exchange_singlet (h : CAR c) (hij : i ≠ j) {v : M}
    (hv : ∀ k s, c k s • v = 0) :
    exchange c i j • (star (singletPair c i j) • v) =
      -(star (singletPair c i j) • v) := by
  have C := pair_contraction h hij hv
  have hs : ∀ s t, star (c j t) * star (c i s) = -(star (c i s) * star (c j t)) := by
    intro s t
    apply eq_neg_of_add_eq_zero_left
    simpa only [star_add, star_mul, star_zero] using congrArg star (h.anti i j s t)
  have hB : (singletPair c i j * star (singletPair c i j)) • v = v + v := by
    simp only [singletPair, star_sub, star_mul, hs, sub_mul, mul_sub, mul_neg,
      sub_smul, neg_smul, C]
    simp
  rw [exchange_eq_singletPair h hij, ← mul_smul, smul_mul_assoc, mul_assoc,
    ← smul_mul_assoc, mul_smul, hB, smul_add, ← add_smul, ← neg_smul]
  congr 1
  module

/-- If `v` is annihilated by all fermion modes, the superexchange operator of two different sites
gives zero on every pair state that is symmetric in the two spins. -/
theorem exchange_triplet (h : CAR c) (hij : i ≠ j) {v : M}
    (hv : ∀ k s, c k s • v = 0) (s t : Fin 2) :
    exchange c i j •
      ((star (c i s) * star (c j t) + star (c i t) * star (c j s)) • v) = 0 := by
  have C := pair_contraction h hij hv
  have hB : (singletPair c i j *
      (star (c i s) * star (c j t) + star (c i t) * star (c j s))) • v = 0 := by
    simp only [singletPair, sub_mul, mul_add, sub_smul, add_smul, C]
    fin_cases s <;> fin_cases t <;> simp
  rw [exchange_eq_singletPair h hij, ← mul_smul, smul_mul_assoc, mul_assoc,
    ← smul_mul_assoc, mul_smul, hB, smul_zero]

/-- Annihilators of spin up and spin down on the four states of one site. -/
def siteMode : Fin 2 → Matrix (Fin 4) (Fin 4) ℂ :=
  ![!![0, 0, 1, 0; 0, 0, 0, 1; 0, 0, 0, 0; 0, 0, 0, 0],
    !![0, 1, 0, 0; 0, 0, 0, 0; 0, 0, 0, -1; 0, 0, 0, 0]]

/-- The fermion parity of one site. -/
def siteParity : Matrix (Fin 4) (Fin 4) ℂ :=
  !![1, 0, 0, 0; 0, -1, 0, 0; 0, 0, -1, 0; 0, 0, 0, 1]

/-- The projector on the empty state of one site. -/
def siteEmpty : Matrix (Fin 4) (Fin 4) ℂ :=
  !![1, 0, 0, 0; 0, 0, 0, 0; 0, 0, 0, 0; 0, 0, 0, 0]

/-- Jordan-Wigner matrices for the four modes on two sites. -/
def twoSiteMode : Fin 2 → Fin 2 → Matrix (Fin 4 × Fin 4) (Fin 4 × Fin 4) ℂ
  | 0, s => siteMode s ⊗ₖ (1 : Matrix (Fin 4) (Fin 4) ℂ)
  | 1, s => siteParity ⊗ₖ siteMode s

/-- The Jordan-Wigner matrices on two sites obey the canonical anticommutation
relations. -/
theorem car_witness : CAR twoSiteMode := by
  have h0 : ∀ s, twoSiteMode 0 s = siteMode s ⊗ₖ (1 : Matrix (Fin 4) (Fin 4) ℂ) :=
    fun _ => rfl
  have h1 : ∀ s, twoSiteMode 1 s = siteParity ⊗ₖ siteMode s := fun _ => rfl
  -- relations on a single site
  have a1 : ∀ s t, siteMode s * siteMode t + siteMode t * siteMode s = 0 := by
    intro s t
    fin_cases s <;> fin_cases t <;> ext i j <;> fin_cases i <;> fin_cases j <;>
      simp [siteMode]
  have a2 : ∀ s t, siteMode s * (siteMode t)ᴴ + (siteMode t)ᴴ * siteMode s =
      if s = t then 1 else 0 := by
    intro s t
    ext i j
    simp only [Matrix.add_apply, Matrix.mul_apply, conjTranspose_apply, Fin.sum_univ_four]
    fin_cases s <;> fin_cases t <;> fin_cases i <;> fin_cases j <;>
      simp [siteMode]
  have p1 : ∀ s, siteMode s * siteParity + siteParity * siteMode s = 0 := by
    intro s
    fin_cases s <;> ext i j <;> fin_cases i <;> fin_cases j <;>
      simp [siteMode, siteParity]
  have p2 : siteParity * siteParity = 1 := by
    ext i j
    fin_cases i <;> fin_cases j <;>
      simp [siteParity, Matrix.mul_apply, Fin.sum_univ_four]
  have p3 : siteParityᴴ = siteParity := by
    ext i j
    fin_cases i <;> fin_cases j <;> simp [siteParity]
  have p4 : ∀ s, siteParity * (siteMode s)ᴴ + (siteMode s)ᴴ * siteParity = 0 := by
    intro s
    simpa only [conjTranspose_add, conjTranspose_mul, conjTranspose_zero, p3]
      using congrArg conjTranspose (p1 s)
  have p5 : ∀ s, siteParity * siteMode s + siteMode s * siteParity = 0 :=
    fun s => (add_comm _ _).trans (p1 s)
  -- the parity string supplies the sign between the two sites
  constructor
  · refine Fin.forall_fin_two.2 ⟨Fin.forall_fin_two.2 ⟨?_, ?_⟩,
      Fin.forall_fin_two.2 ⟨?_, ?_⟩⟩ <;> intro s t <;>
      simp only [h0, h1, ← mul_kronecker_mul, mul_one, one_mul, p2, ← add_kronecker,
        ← kronecker_add, a1, p1, p5, zero_kronecker, kronecker_zero]
  · refine Fin.forall_fin_two.2 ⟨Fin.forall_fin_two.2 ⟨?_, ?_⟩,
      Fin.forall_fin_two.2 ⟨?_, ?_⟩⟩ <;> intro s t <;>
      simp only [h0, h1, star_eq_conjTranspose, conjTranspose_kronecker,
        conjTranspose_one, p3, ← mul_kronecker_mul, mul_one, one_mul, p2,
        ← add_kronecker, ← kronecker_add, a2, p1, p4] <;>
      by_cases hs : s = t <;> simp [hs]

/-- The projector on the empty state of both sites is nonzero and is annihilated by all
four Jordan-Wigner modes. -/
theorem vacuum_witness : siteEmpty ⊗ₖ siteEmpty ≠ 0 ∧
    ∀ k s, twoSiteMode k s • (siteEmpty ⊗ₖ siteEmpty) = 0 := by
  have e : ∀ s, siteMode s * siteEmpty = 0 := by
    intro s
    fin_cases s <;> ext i j <;> fin_cases i <;> fin_cases j <;>
      simp [siteMode, siteEmpty, Matrix.mul_apply, Fin.sum_univ_four]
  constructor
  · intro h
    have h' := congrFun (congrFun h (0, 0)) (0, 0)
    simp [siteEmpty, kroneckerMap_apply] at h'
  · refine Fin.forall_fin_two.2 ⟨?_, ?_⟩ <;> intro s <;>
      simp only [twoSiteMode, smul_eq_mul, ← mul_kronecker_mul, e, zero_kronecker,
        kronecker_zero]

end

end SingletSuperexchange
```

```lean
#print axioms SingletSuperexchange.exchange_eq_singletPair
#print axioms SingletSuperexchange.exchange_singlet
#print axioms SingletSuperexchange.exchange_triplet
```

```
'SingletSuperexchange.exchange_eq_singletPair' depends on axioms: [propext, Classical.choice, Quot.sound]
'SingletSuperexchange.exchange_singlet' depends on axioms: [propext, Classical.choice, Quot.sound]
'SingletSuperexchange.exchange_triplet' depends on axioms: [propext, Classical.choice, Quot.sound]
```

**How the proof is built.** `spin_dot_eq_swap` is the first step of the derivation. Its facts `hx`, `hy` and `hz` are the three component formulas, `hI` supplies $(\mathrm i/2)^2=-\tfrac14$, and `module` collects the coefficients after the products are expanded. This lemma uses no anticommutation relation and holds for $i=j$ too.

`bilinear_reorder` is the move of the creator on $j$. The fact `e1` is its anticommutation with $c_{it}$, and `e2` its anticommutation with $c^\dagger_{is}$, obtained as the adjoint of a relation between annihilators. `linear_combination` adds the two with the right factors, and `noncomm_ring` checks the result without changing the order of operators. The main theorem then inserts the swap formula, reorders every term with `R`, expands $B^\dagger B$ and compares coefficients with `module`.

In `pair_contraction`, `key` is the single-site contraction $c_{ka}c^\dagger_{ks}v=\delta_{as}v$, and `e` is the exchange of the two middle operators with its minus sign. `exchange_singlet` uses it to get $BB^\dagger v=v+v$ in `hB`; in `exchange_triplet`, the corresponding `hB` is the cancellation to zero, checked for all four choices of the two spins. Both finish by substituting the main identity.

The last part exhibits a system that meets the hypotheses. `siteMode` acts on one site with the basis order empty, down, up, doubly occupied. `twoSiteMode` extends it to two sites in 16 dimensions, placing the parity of the first site in front of the modes of the second. In `car_witness` the single-site relations are checked entry by entry, and the facts that parity squares to one and anticommutes with the modes give the relations between sites. `vacuum_witness` provides a nonzero `v`: the projector on the empty state, a matrix on which the modes act by left multiplication.
